# For bounded self-adjoint H₀ and V, the Born series cut after n terms misses the resolvent at nonreal z by at most ‖V‖ⁿ/|Im z|ⁿ⁺¹

When a Green's function is computed perturbatively at a broadened energy z = ε + iη with η > 0, someone has to decide at which order to stop. If ‖V‖ = η/2, the bound proved here is 2⁻ⁿ/η, so ten terms bring the error below one thousandth of 1/η. That number is available before the calculation starts, and it needs no knowledge of the spectrum of H₀. For a one-electron Hamiltonian in a finite orthonormal basis, it controls the perturbative treatment of, say, an impurity potential.

The bound holds for every strength of V. It shrinks with n only when ‖V‖ < |Im z|.

## The resolvent and the truncated series

In Lean 4 with Mathlib:

```lean
import Mathlib

open Filter
open scoped InnerProductSpace Matrix.Norms.L2Operator

namespace BornTruncationOffAxis

noncomputable section
```

The first line loads Mathlib. Among the opened names, `Matrix.Norms.L2Operator` matters for the physics: it fixes the norm of a matrix M as the Euclidean operator norm, the smallest C ≥ 0 with ‖Mx‖ ≤ C‖x‖ for all vectors x.

```lean
/-- The resolvent (Green's operator) `(z - H)⁻¹` of a Hamiltonian `H` at complex energy `z`. -/
def greens {A : Type*} [Ring A] [Algebra ℂ A] (H : A) (z : ℂ) : A :=
  Ring.inverse (z • (1 : A) - H)
```

This defines the resolvent

G(z) = (z − H)⁻¹.

The letter `A` stands for any algebra over the complex numbers, so the definition serves operators and matrices alike. `z • (1 : A)` is z times the identity. `Ring.inverse` returns 0 when no inverse exists; for self-adjoint bounded operators at nonreal z, the invertibility theorem below excludes that case.

```lean
/-- The Born series truncated after `n` terms: the sum of `(G₀ V)^k G₀` over `k < n`. -/
def bornSum {A : Type*} [Ring A] (G₀ V : A) (n : ℕ) : A :=
  ∑ k ∈ Finset.range n, (G₀ * V) ^ k * G₀
```

Write G₀ for the resolvent of H₀. The truncated Born series is

Sₙ = ∑ₖ (G₀V)ᵏ G₀, summed over 0 ≤ k < n.

`Finset.range n` contains 0, …, n − 1, so n counts terms: S₀ = 0, S₁ = G₀ and S₂ = G₀ + G₀VG₀.

## How the error passes from one order to the next

```lean
/-- One more Born order is obtained by scattering the previous sum once more and adding
free propagation. -/
theorem bornSum_succ {A : Type*} [Ring A] (G₀ V : A) (n : ℕ) :
    bornSum G₀ V (n + 1) = G₀ + G₀ * V * bornSum G₀ V n := by
  unfold bornSum
  rw [Finset.sum_range_succ', Finset.mul_sum, pow_zero, one_mul, add_comm G₀]
  congr 1
  exact Finset.sum_congr rfl fun k _ => by rw [pow_succ', mul_assoc (G₀ * V)]
```

In ordinary notation,

Sₙ₊₁ = G₀ + G₀V Sₙ.

By hand, split off the k = 0 term, which is G₀, and take one factor G₀V out of all the others. What remains is Sₙ. `Finset.sum_range_succ'` does the splitting and `Finset.mul_sum` handles the common factor.

```lean
/-- Each further Born order multiplies the truncation error by `G₀ V`. -/
theorem born_error_succ {A : Type*} [Ring A] [Algebra ℂ A] {H₀ V : A} {z : ℂ}
    (h₀ : IsUnit (z • (1 : A) - H₀)) (h : IsUnit (z • (1 : A) - (H₀ + V))) (n : ℕ) :
    greens (H₀ + V) z - bornSum (greens H₀ z) V (n + 1) =
      greens H₀ z * V * (greens (H₀ + V) z - bornSum (greens H₀ z) V n) := by
  have h1 : greens H₀ z * (z • (1 : A) - H₀) = 1 := Ring.inverse_mul_cancel _ h₀
  have h2 : (z • (1 : A) - (H₀ + V)) * greens (H₀ + V) z = 1 := Ring.mul_inverse_cancel _ h
  have h3 : z • (1 : A) - H₀ = (z • (1 : A) - (H₀ + V)) + V := by abel
  -- the Dyson equation
  have dyson : greens (H₀ + V) z = greens H₀ z + greens H₀ z * V * greens (H₀ + V) z := by
    calc greens (H₀ + V) z
        = greens H₀ z * (z • (1 : A) - H₀) * greens (H₀ + V) z := by rw [h1, one_mul]
      _ = greens H₀ z + greens H₀ z * V * greens (H₀ + V) z := by
        rw [h3, mul_add, add_mul, mul_assoc _ (z • (1 : A) - (H₀ + V)) _, h2, mul_one]
  rw [bornSum_succ, mul_sub, ← sub_sub]
  congr 1
  exact sub_eq_iff_eq_add'.mpr dyson
```

Let G be the resolvent of H₀ + V. The hypotheses `h₀` and `h` say that z − H₀ and z − H₀ − V are invertible. Since z − H₀ = (z − H₀ − V) + V,

G = G₀(z − H₀)G = G₀(z − H₀ − V)G + G₀VG = G₀ + G₀VG.

This is the Dyson equation, called `dyson` in the proof. Subtracting the recursion for Sₙ₊₁ cancels the lone G₀:

G − Sₙ₊₁ = G₀V (G − Sₙ).

The step is pure algebra and uses neither self-adjointness nor a norm.

## Distance from the real axis bounds the resolvent

```lean
variable {E : Type*} [NormedAddCommGroup E] [InnerProductSpace ℂ E] [CompleteSpace E]

/-- For a self-adjoint Hamiltonian, `z - H` is invertible at every nonreal energy `z`. -/
theorem isUnit_sub {H : E →L[ℂ] E} (hH : IsSelfAdjoint H) {z : ℂ} (hz : z.im ≠ 0) :
    IsUnit (z • (1 : E →L[ℂ] E) - H) := by
  rw [← Algebra.algebraMap_eq_smul_one]
  by_contra h
  have hmem : z ∈ spectrum ℂ H := h
  have him := congrArg Complex.im (hH.mem_spectrum_eq_re hmem)
  exact hz (by simpa using him)
```

`E` is a complex Hilbert space of any dimension, and `E →L[ℂ] E` is the type of bounded linear operators on it. Unbounded operators, such as the kinetic energy on the full space of wave functions, are not covered.

The theorem says that z − H is invertible when H is self-adjoint and Im z ≠ 0. If it were not, z would lie in the spectrum of H. That spectrum is real, so Im z would vanish.

```lean
/-- For self-adjoint `H`, the operator `z - H` stretches every state by at least `|Im z|`. -/
theorem im_mul_norm_le {H : E →L[ℂ] E} (hH : IsSelfAdjoint H) (z : ℂ) (x : E) :
    |z.im| * ‖x‖ ≤ ‖(z • (1 : E →L[ℂ] E) - H) x‖ := by
  -- the expectation value of `H` is real
  have hs : inner ℂ (H x) x = inner ℂ x (H x) :=
    (ContinuousLinearMap.isSelfAdjoint_iff_isSymmetric.mp hH) x x
  have hc := inner_conj_symm (𝕜 := ℂ) x (H x)
  rw [hs] at hc
  have him : (inner ℂ x (H x)).im = 0 := Complex.conj_eq_iff_im.mp hc
  have hxx : inner ℂ x x = ((‖x‖ ^ 2 : ℝ) : ℂ) :=
    (inner_self_eq_norm_sq_to_K (𝕜 := ℂ) x).trans (Complex.ofReal_pow _ _).symm
  have e : (z • (1 : E →L[ℂ] E) - H) x = z • x - H x := by simp
  have h1 : (inner ℂ x (z • x - H x)).im = z.im * ‖x‖ ^ 2 := by
    rw [inner_sub_right, inner_smul_right, hxx, Complex.sub_im, him, sub_zero,
      Complex.im_mul_ofReal]
  have h2 := (Complex.abs_im_le_norm _).trans (norm_inner_le_norm (𝕜 := ℂ) x (z • x - H x))
  rw [h1, abs_mul, abs_of_nonneg (sq_nonneg ‖x‖)] at h2
  rw [e]
  rcases (norm_nonneg x).eq_or_lt with h0 | hpos
  · rw [← h0, mul_zero]
    exact norm_nonneg _
  · exact le_of_mul_le_mul_left (by linarith) hpos
```

The claim is |Im z| ‖x‖ ≤ ‖(z − H)x‖ for every vector x, normalised or not. Because H is self-adjoint, ⟨x, Hx⟩ is real, and therefore

Im ⟨x, (z − H)x⟩ = Im z · ‖x‖².

An imaginary part is no larger than the modulus, and the Cauchy–Schwarz inequality bounds the modulus:

|Im z| ‖x‖² ≤ ‖x‖ ‖(z − H)x‖.

Dividing by ‖x‖ gives the result when x ≠ 0; for x = 0 it is immediate. In the code, `him` is the reality of the expectation value, `h1` the identity for the imaginary part and `h2` the inequality. The final `rcases` separates the two cases.

```lean
/-- The resolvent of a self-adjoint Hamiltonian is bounded by the inverse distance of the
energy from the real axis. -/
theorem norm_greens_le {H : E →L[ℂ] E} (hH : IsSelfAdjoint H) {z : ℂ} (hz : z.im ≠ 0) :
    ‖greens H z‖ ≤ 1 / |z.im| := by
  refine ContinuousLinearMap.opNorm_le_bound _ (by positivity) fun x => ?_
  have hx : (z • (1 : E →L[ℂ] E) - H) (greens H z x) = x :=
    DFunLike.congr_fun (Ring.mul_inverse_cancel _ (isUnit_sub hH hz)) x
  have h := im_mul_norm_le hH z (greens H z x)
  rw [hx] at h
  rw [one_div, ← div_eq_inv_mul, le_div_iff₀ (abs_pos.mpr hz)]
  linarith
```

Apply the previous inequality to the vector Gx, where G now denotes the resolvent of H. Since (z − H)Gx = x,

|Im z| ‖Gx‖ ≤ ‖x‖, hence ‖G‖ ≤ 1/|Im z|.

`ContinuousLinearMap.opNorm_le_bound` turns the estimate for every x into one for the operator norm.

## The truncation bound

```lean
/-- For self-adjoint `H₀` and `V` and nonreal `z`, the Born series cut after `n` terms misses
the full resolvent by at most `‖V‖ⁿ / |Im z|ⁿ⁺¹`, for every `n` and every strength of `V`. -/
theorem born_truncation_error {H₀ V : E →L[ℂ] E} (hH : IsSelfAdjoint H₀)
    (hV : IsSelfAdjoint V) {z : ℂ} (hz : z.im ≠ 0) (n : ℕ) :
    ‖greens (H₀ + V) z - bornSum (greens H₀ z) V n‖ ≤ ‖V‖ ^ n / |z.im| ^ (n + 1) := by
  induction n with
  | zero => simpa [bornSum] using norm_greens_le (hH.add hV) hz
  | succ n ih =>
    have hG := norm_greens_le hH hz
    rw [born_error_succ (isUnit_sub hH hz) (isUnit_sub (hH.add hV) hz)]
    calc _ ≤ ‖greens H₀ z * V‖ * ‖greens (H₀ + V) z - bornSum (greens H₀ z) V n‖ :=
          norm_mul_le _ _
      _ ≤ ‖greens H₀ z‖ * ‖V‖ * ‖greens (H₀ + V) z - bornSum (greens H₀ z) V n‖ :=
          mul_le_mul_of_nonneg_right (norm_mul_le _ _) (norm_nonneg _)
      _ ≤ 1 / |z.im| * ‖V‖ * (‖V‖ ^ n / |z.im| ^ (n + 1)) := by gcongr
      _ = ‖V‖ ^ (n + 1) / |z.im| ^ (n + 1 + 1) := by ring
```

This is the main theorem, with G again the resolvent of H₀ + V:

‖G − Sₙ‖ ≤ ‖V‖ⁿ / |Im z|ⁿ⁺¹.

The proof is by induction on n. For n = 0 the sum is empty and the claim is ‖G‖ ≤ 1/|Im z|, which holds because H₀ + V is self-adjoint too. For the next order,

‖G − Sₙ₊₁‖ ≤ ‖G₀‖ ‖V‖ ‖G − Sₙ‖ ≤ (1/|Im z|) · ‖V‖ · ‖V‖ⁿ/|Im z|ⁿ⁺¹ = ‖V‖ⁿ⁺¹/|Im z|ⁿ⁺².

The `calc` block follows this chain line by line; `ih` is the bound already known at order n. The physical input is that H₀ and H₀ + V are both self-adjoint, so their expectation values are real; real spectra alone would not give the resolvent bound. A non-Hermitian V, such as an absorbing potential, falls outside the hypotheses.

```lean
/-- The same error bound for Hermitian matrices, in the Euclidean operator norm. -/
theorem born_truncation_error_matrix {ι : Type*} [Fintype ι] [DecidableEq ι]
    {H₀ V : Matrix ι ι ℂ} (hH : H₀.IsHermitian) (hV : V.IsHermitian) {z : ℂ}
    (hz : z.im ≠ 0) (n : ℕ) :
    ‖(z • (1 : Matrix ι ι ℂ) - (H₀ + V))⁻¹ - bornSum (z • (1 : Matrix ι ι ℂ) - H₀)⁻¹ V n‖
      ≤ ‖V‖ ^ n / |z.im| ^ (n + 1) := by
  -- matrices are isometrically the operators on Euclidean space
  obtain ⟨Φ, hn⟩ : ∃ Φ : Matrix ι ι ℂ ≃⋆ₐ[ℂ] (EuclideanSpace ℂ ι →L[ℂ] EuclideanSpace ℂ ι),
      ∀ A, ‖Φ A‖ = ‖A‖ :=
    ⟨Matrix.toEuclideanCLM (n := ι) (𝕜 := ℂ), fun A => Matrix.l2_opNorm_toEuclideanCLM A⟩
  have hs : ∀ H : Matrix ι ι ℂ, H.IsHermitian → IsSelfAdjoint (Φ H) := fun H h =>
    (map_star Φ H).symm.trans (congrArg Φ h)
  have key : ∀ H : Matrix ι ι ℂ, H.IsHermitian →
      Φ (z • (1 : Matrix ι ι ℂ) - H)⁻¹ = greens (Φ H) z := by
    intro H h
    have e : Φ (z • (1 : Matrix ι ι ℂ) - H) = z • 1 - Φ H := by
      rw [map_sub, map_smul, map_one]
    have hu := isUnit_sub (hs H h) hz
    have h4 : greens (Φ H) z * Φ (z • (1 : Matrix ι ι ℂ) - H) = 1 := by
      rw [e]
      exact Ring.inverse_mul_cancel _ hu
    rw [← e] at hu
    have hu' := hu.map Φ.symm
    rw [StarAlgEquiv.symm_apply_apply] at hu'
    have h3 : Φ (z • (1 : Matrix ι ι ℂ) - H) * Φ (z • (1 : Matrix ι ι ℂ) - H)⁻¹ = 1 := by
      rw [← map_mul, Matrix.mul_nonsing_inv _ ((Matrix.isUnit_iff_isUnit_det _).mp hu'),
        map_one]
    exact (left_inv_eq_right_inv h4 h3).symm
  have hb : ∀ A : Matrix ι ι ℂ, Φ (bornSum A V n) = bornSum (Φ A) (Φ V) n := fun A => by
    simp only [bornSum, map_sum, map_mul, map_pow]
  have h := born_truncation_error (hs _ hH) (hs _ hV) hz n
  rw [← map_add, ← key _ (hH.add hV), ← key _ hH, ← hb, ← map_sub, hn, hn] at h
  exact h
```

Here H₀ and V are Hermitian matrices indexed by a finite set `ι`, and `⁻¹` is the ordinary matrix inverse. The identity multiplying z means that the basis is orthonormal; a non-orthogonal orbital basis would put an overlap matrix there.

The proof uses the map `Φ` that regards a matrix as an operator on Euclidean space. It preserves sums, products, adjoints and norms. `key` shows that it carries the matrix inverse to `greens`, and `hb` that it carries Born sums to Born sums. The operator bound then becomes the matrix bound.

**A two-level example.** Take H₀ = diag(1, −1), let V have zeros on the diagonal and 3 off it, and set z = 2i. Then ‖V‖ = 3 and η = 2. The diagonal entries of G₀ are 1/(2i ∓ 1), both of modulus 1/√5. The eigenvalues of H₀ + V are ±√10, so those of G have modulus 1/√14. Thus G₀, V and G are each a positive number times a unitary matrix, and the error (G₀V)ⁿG has norm

(3/√5)ⁿ / √14.

For n = 0, 1, 2 this is about 0.267, 0.359 and 0.481, while the bound gives 0.5, 0.75 and 1.125. The series diverges and the bound still holds.

**In code.** The powers of G₀V need not be formed. To apply the resolvent to a vector b, start from x₀ = 0 and repeat

xₙ₊₁ = G₀(b + V xₙ),

with each G₀ applied by a linear solve. In exact arithmetic xₙ = Sₙb, so its error is at most ‖b‖ ‖V‖ⁿ/|Im z|ⁿ⁺¹. If ‖V‖ is not known for a Hermitian matrix V, add up the moduli of the entries in each row; the largest of these sums is a safe upper estimate.

## A uniform shift attains the growth rate

```lean
/-- The resolvent of a constant Hamiltonian `c` is the number `1 / (z - c)` times the
identity. -/
theorem greens_smul_one {A : Type*} [Ring A] [Algebra ℂ A] {c z : ℂ} (h : z - c ≠ 0) :
    greens (c • (1 : A)) z = (z - c)⁻¹ • (1 : A) := by
  have h1 : (z • (1 : A) - c • (1 : A)) * ((z - c)⁻¹ • (1 : A)) = 1 := by
    rw [← sub_smul, smul_mul_smul_comm, mul_inv_cancel₀ h, one_mul, one_smul]
  have h2 : ((z - c)⁻¹ • (1 : A)) * (z • (1 : A) - c • (1 : A)) = 1 := by
    rw [← sub_smul, smul_mul_smul_comm, inv_mul_cancel₀ h, one_mul, one_smul]
  exact Ring.inverse_unit (⟨_, _, h1, h2⟩ : Aˣ)
```

A constant Hamiltonian c·1 has resolvent (z − c)⁻¹·1 whenever z ≠ c. The proof multiplies the two expressions in both orders and obtains the identity each time.

```lean
/-- On a nonzero space, for a uniform real energy shift `V = v` on top of `H₀ = 0`, the Born error
at `z = iη` with `η > 0` is exactly `|v|ⁿ / (ηⁿ √(η² + v²))`. -/
theorem born_error_uniform_shift [Nontrivial E] (v : ℝ) {η : ℝ} (hη : 0 < η) (n : ℕ) :
    ‖greens ((0 : E →L[ℂ] E) + (v : ℂ) • 1) (η * Complex.I) -
        bornSum (greens (0 : E →L[ℂ] E) (η * Complex.I)) ((v : ℂ) • 1) n‖ =
      |v| ^ n / (η ^ n * √(η ^ 2 + v ^ 2)) := by
  have hw : (η : ℂ) * Complex.I ≠ 0 := by simp [hη.ne']
  have hwv : (η : ℂ) * Complex.I - v ≠ 0 := by
    intro h
    have h' := congrArg Complex.im h
    simp at h'
    exact hη.ne' h'
  have nw : ‖(η : ℂ) * Complex.I‖ = η := by simp [abs_of_pos hη]
  have nwv : ‖(η : ℂ) * Complex.I - v‖ = √(η ^ 2 + v ^ 2) := by
    rw [← Real.sqrt_sq (norm_nonneg ((η : ℂ) * Complex.I - v)), Complex.sq_norm,
      Complex.normSq_apply]
    congr 1
    simp
    ring
  have hG₀ : greens (0 : E →L[ℂ] E) (η * Complex.I) = ((η : ℂ) * Complex.I)⁻¹ • 1 := by
    have h := greens_smul_one (A := E →L[ℂ] E) (c := 0) (z := η * Complex.I) (by rwa [sub_zero])
    rwa [zero_smul, sub_zero] at h
  rw [zero_add, greens_smul_one hwv, hG₀]
  generalize (η : ℂ) * Complex.I = w at *
  have hg : (w - v)⁻¹ = w⁻¹ + w⁻¹ * v * (w - v)⁻¹ := by
    linear_combination w⁻¹ * mul_inv_cancel₀ hwv - (w - v)⁻¹ * mul_inv_cancel₀ hw
  -- the error is a geometric sequence times the identity
  have key : ∀ m : ℕ, (w - v)⁻¹ • (1 : E →L[ℂ] E) - bornSum (w⁻¹ • 1) ((v : ℂ) • 1) m =
      ((w⁻¹ * v) ^ m * (w - v)⁻¹) • (1 : E →L[ℂ] E) := by
    intro m
    induction m with
    | zero => simp [bornSum]
    | succ m ih =>
      have hb : bornSum (w⁻¹ • (1 : E →L[ℂ] E)) ((v : ℂ) • 1) m =
          (w - v)⁻¹ • 1 - ((w⁻¹ * v) ^ m * (w - v)⁻¹) • 1 := by
        rw [← ih, sub_sub_cancel]
      rw [bornSum_succ, hb]
      simp only [← sub_smul, smul_mul_smul_comm, mul_one, ← add_smul]
      congr 1
      linear_combination hg
  rw [key, norm_smul, norm_one, mul_one, norm_mul, norm_pow, norm_mul, norm_inv, norm_inv,
    nw, nwv, Complex.norm_real, Real.norm_eq_abs]
  ring
```

Now take H₀ = 0, V = v·1 with v real, and z = iη with η > 0. Then G₀ = 1/(iη) and G = 1/(iη − v), each times the identity. Applying the error recursion n times, starting from G − S₀ = G, gives

G − Sₙ = (v/(iη))ⁿ · 1/(iη − v).

Since |iη − v| = √(η² + v²), the norm is

‖G − Sₙ‖ = |v|ⁿ / (ηⁿ √(η² + v²)).

The bound allows the error to grow by a factor |v|/η per order, and for v ≠ 0 this example does exactly that. Only the prefactor differs: 1/√(η² + v²) in place of 1/η. `Nontrivial E` says that the space contains a nonzero vector, so that the identity has norm 1. In the proof, `w` stands for iη, `hg` is the Dyson equation for numbers, and `key` is the closed form of the error, proved by induction.

```lean
/-- On a nonzero space, for a uniform shift `v > η > 0` on top of `H₀ = 0`, the Born error at `z =
iη` grows without limit as more orders are included. -/
theorem born_error_diverges [Nontrivial E] {v η : ℝ} (hη : 0 < η) (hv : η < v) :
    Tendsto (fun n : ℕ => ‖greens ((0 : E →L[ℂ] E) + (v : ℂ) • 1) (η * Complex.I) -
        bornSum (greens (0 : E →L[ℂ] E) (η * Complex.I)) ((v : ℂ) • 1) n‖) atTop atTop := by
  have hs : 0 < √(η ^ 2 + v ^ 2) := Real.sqrt_pos.mpr (by positivity)
  have h := (tendsto_pow_atTop_atTop_of_one_lt ((one_lt_div hη).mpr hv)).atTop_div_const hs
  refine h.congr fun n => ?_
  rw [born_error_uniform_shift v hη n, abs_of_pos (hη.trans hv), div_pow, div_div]

end

end BornTruncationOffAxis
```

`Tendsto … atTop atTop` says that the error grows beyond every limit as n → ∞. Under the hypothesis v > η it equals (v/η)ⁿ/√(η² + v²), a geometric sequence with ratio above 1 divided by a positive constant. Here the Born series diverges, although the resolvent it was meant to represent exists and has norm at most 1/η.

```lean
#print axioms BornTruncationOffAxis.born_truncation_error
#print axioms BornTruncationOffAxis.born_truncation_error_matrix
#print axioms BornTruncationOffAxis.born_error_diverges
```

```
'BornTruncationOffAxis.born_truncation_error' depends on axioms: [propext, Classical.choice, Quot.sound]
'BornTruncationOffAxis.born_truncation_error_matrix' depends on axioms: [propext, Classical.choice, Quot.sound]
'BornTruncationOffAxis.born_error_diverges' depends on axioms: [propext, Classical.choice, Quot.sound]
```
